# The N-point Chebyshev grid averages p(cos t) exactly for every real polynomial p of degree below 2N

Q: Take one grid point, at $t=\pi/2$. How can a single sample tell me anything about a mean over $[0,\pi]$?

A: There $\cos t=0$, so for $p(x)=a+bx$ the sample gives $a$. The continuous mean is also $a$, because $\cos t$ averages to zero. For $x^2$ the sample gives $0$ and the true mean is $1/2$. In terms of harmonics, $\cos t$ vanishes at the sample, as its mean does, but $\cos 2t$ is sampled as $-1$ while its mean is $0$. The grid mistakes that harmonic for a constant.

Q: And with $N\ge 1$ points?

A: Put them at $\theta_j=\pi(j+\tfrac12)/N$ for $j=0,\dots,N-1$. For an integer $m$ with $0<m<2N$, set $h=m\pi/(2N)$. Then

$$2\sin h\,\cos(m\theta_j)=\sin(m\theta_j+h)-\sin(m\theta_j-h)=\sin\frac{m\pi(j+1)}{N}-\sin\frac{m\pi j}{N}.$$

Summed over $j$, this telescopes to $\sin(m\pi)-\sin 0=0$. Since $0<h<\pi$, $\sin h\neq0$, and the grid mean of $\cos(mt)$ vanishes. At $m=2N$ we have $2N\theta_j=2\pi j+\pi$, so every sample is $-1$. The continuous mean is $\sin(m\pi)/(m\pi)=0$ for every $m\ge1$, and constants are averaged correctly by both.

Q: That settles harmonics. You promised polynomials.

A: Let $e(k,m)$ be the grid mean minus the continuous mean of $\cos^k t\,\cos(mt)$. The product formula

$$\cos t\,\cos((m+1)t)=\tfrac12\cos((m+2)t)+\tfrac12\cos(mt)$$

gives

$$e(k+1,m+1)=\tfrac12e(k,m+2)+\tfrac12e(k,m),\qquad e(k+1,0)=e(k,1).$$

Neither rule raises $k+m$, so induction on $k$ gives $e(k,m)=0$ whenever $k+m<2N$. If $k+m=2N$ and $m>0$, the second term of the first rule is already zero. The error therefore starts at $e(0,2N)=-1$ and halves with each power of the cosine, giving $e(k,m)=-1/2^k$. Hence

$$e(2N,0)=e(2N-1,1)=-\frac1{2^{2N-1}}=-\frac2{4^N}.$$

By linearity, a polynomial of degree at most $2N$ whose coefficient of $x^{2N}$ is $a$ has error $-2a/4^N$. For $N=1$ and $x^2$ this is $-1/2$, as found above.

Q: Now the formal version. Which grid and which average does it use?

A: The same ones. `node N j` is $\theta_j$, and `range N` runs from $0$ to $N-1$.

In Lean 4 with Mathlib:

```lean
import Mathlib

open Finset
open scoped Real

namespace ChebyshevGrid

noncomputable section

/-- The `j`-th angle of the Chebyshev grid with `N` points, the midpoint of the `j`-th of `N`
equal cells of `[0, π]`. -/
def node (N j : ℕ) : ℝ := π * (j + 1 / 2) / N

/-- The mean of a function of the angle over the `N` grid angles. -/
def gridMean (N : ℕ) (f : ℝ → ℝ) : ℝ := (∑ j ∈ range N, f (node N j)) / N

/-- The mean of a function of the angle over the interval `[0, π]`. -/
def angleMean (f : ℝ → ℝ) : ℝ := (1 / π) * ∫ t in (0 : ℝ)..π, f t
```

The continuous mean is uniform in the angle $t$. In the variable $x=\cos t$ that means the weight $1/(\pi\sqrt{1-x^2})$, not a plain average over $x$. The signed error and the functions $\cos^k t\,\cos(mt)$ get names too.

```lean
/-- The quadrature error: grid mean minus continuous mean. -/
def quadError (N : ℕ) (f : ℝ → ℝ) : ℝ := gridMean N f - angleMean f

/-- A power of `cos t` times the harmonic `cos (m t)`. -/
def mode (k m : ℕ) : ℝ → ℝ := fun t => Real.cos t ^ k * Real.cos (m * t)
```

Q: Linearity of an integral needs integrable functions. Where is that secured?

A: By continuity. The functions in `mode` are continuous, and `quadError_linear` asks for continuity of both its arguments before it splits the integral.

```lean
lemma continuous_mode (k m : ℕ) : Continuous (mode k m) := by
  unfold mode
  fun_prop

/-- The quadrature error is linear on continuous functions. -/
lemma quadError_linear (N : ℕ) (a b : ℝ) {f g : ℝ → ℝ} (hf : Continuous f)
    (hg : Continuous g) :
    quadError N (fun t => a * f t + b * g t) = a * quadError N f + b * quadError N g := by
  have h1 : ∫ t in (0 : ℝ)..π, (a * f t + b * g t)
      = a * (∫ t in (0 : ℝ)..π, f t) + b * ∫ t in (0 : ℝ)..π, g t := by
    have ha : Continuous (fun t => a * f t) := continuous_const.mul hf
    have hb : Continuous (fun t => b * g t) := continuous_const.mul hg
    rw [intervalIntegral.integral_add (ha.intervalIntegrable _ _) (hb.intervalIntegrable _ _),
      intervalIntegral.integral_const_mul, intervalIntegral.integral_const_mul]
  simp only [quadError, gridMean, angleMean]
  rw [h1, sum_add_distrib, ← mul_sum, ← mul_sum]
  ring
```

Q: Does the proof for harmonics follow your telescoping sum?

A: Yes. In `gridMean_harmonic`, `hs` shows $\sin h>0$, and `tel` proves by induction that the first $n$ terms, multiplied by $2\sin h$, add up to $\sin(m\pi n/N)$. The identities `e1` and `e2` are the two arguments $m\theta_n\pm h$. Setting $n=N$ and cancelling the positive factor finishes it.

```lean
/-- The grid mean of the harmonic `cos (m t)` vanishes for `0 < m < 2N`. -/
theorem gridMean_harmonic {N m : ℕ} (hm : 0 < m) (h : m < 2 * N) :
    gridMean N (fun t => Real.cos (m * t)) = 0 := by
  have hN : (0 : ℝ) < N := by
    have : 0 < N := by omega
    exact_mod_cast this
  have hm' : (0 : ℝ) < m := by exact_mod_cast hm
  have h' : (m : ℝ) < 2 * N := by exact_mod_cast h
  have hs : 0 < Real.sin (m * π / (2 * N)) := by
    apply Real.sin_pos_of_pos_of_lt_pi
    · positivity
    · rw [div_lt_iff₀ (by positivity)]
      nlinarith [mul_pos (sub_pos.2 h') Real.pi_pos]
  -- multiplied by the sine of the half step, the sum telescopes
  have tel : ∀ n : ℕ, 2 * Real.sin (m * π / (2 * N)) *
      ∑ j ∈ range n, Real.cos (m * node N j) = Real.sin (m * π * n / N) := by
    intro n
    induction n with
    | zero => simp
    | succ n ih =>
      have e1 : (m : ℝ) * π * ((n + 1 : ℕ) : ℝ) / N
          = m * node N n + m * π / (2 * N) := by
        unfold node
        push_cast
        ring
      have e2 : (m : ℝ) * π * n / N = m * node N n - m * π / (2 * N) := by
        unfold node
        ring
      rw [sum_range_succ, mul_add, ih, e1, e2, Real.sin_add, Real.sin_sub]
      ring
  have hz := tel N
  rw [mul_div_cancel_right₀ ((m : ℝ) * π) hN.ne', Real.sin_nat_mul_pi] at hz
  have hsum := (mul_eq_zero.1 hz).resolve_left (by positivity)
  simp only [gridMean]
  rw [hsum, zero_div]
```

The next two results are the vanishing integral and the harmonic whose samples are all $-1$.

```lean
/-- The continuous mean of the harmonic `cos (m t)` vanishes for `m > 0`. -/
theorem angleMean_harmonic {m : ℕ} (hm : 0 < m) :
    angleMean (fun t => Real.cos (m * t)) = 0 := by
  have hm' : (m : ℝ) ≠ 0 := by exact_mod_cast hm.ne'
  simp only [angleMean]
  rw [intervalIntegral.integral_comp_mul_left Real.cos hm', integral_cos]
  simp [Real.sin_nat_mul_pi]

/-- On the grid with `N` points the harmonic `cos (2N t)` has mean `-1`. -/
theorem gridMean_alias {N : ℕ} (hN : 0 < N) :
    gridMean N (fun t => Real.cos ((2 * N : ℕ) * t)) = -1 := by
  have hN' : (N : ℝ) ≠ 0 := by exact_mod_cast hN.ne'
  have h : ∀ j : ℕ, Real.cos ((2 * N : ℕ) * node N j) = -1 := by
    intro j
    have e : ((2 * N : ℕ) : ℝ) * node N j = j * (2 * π) + π := by
      unfold node
      push_cast
      field_simp
    rw [e, Real.cos_nat_mul_two_pi_add_pi]
  simp only [gridMean, h, sum_const, card_range, nsmul_eq_mul]
  field_simp
```

Q: And the passage to powers?

A: First come the boundary cases $k=0$ and $m=0$, then the product formula as a recursion for the error.

```lean
lemma mode_zero (m : ℕ) : mode 0 m = fun t => Real.cos (m * t) := by
  funext t
  simp [mode]

lemma mode_succ_zero (k : ℕ) : mode (k + 1) 0 = mode k 1 := by
  funext t
  simp [mode, pow_succ]

/-- The error on `cos(t)^(k+1) cos((m+1) t)` is half the sum of the errors on `cos(t)^k cos((m+2)
t)` and `cos(t)^k cos(m t)`. -/
lemma quadError_mode_succ (N k m : ℕ) : quadError N (mode (k + 1) (m + 1))
    = 1 / 2 * quadError N (mode k (m + 2)) + 1 / 2 * quadError N (mode k m) := by
  rw [← quadError_linear N _ _ (continuous_mode k (m + 2)) (continuous_mode k m)]
  congr 1
  funext t
  have e1 : ((m + 2 : ℕ) : ℝ) * t = ((m + 1 : ℕ) : ℝ) * t + t := by push_cast; ring
  have e2 : (m : ℝ) * t = ((m + 1 : ℕ) : ℝ) * t - t := by push_cast; ring
  simp only [mode]
  rw [e1, e2, Real.cos_add, Real.cos_sub]
  ring
```

Both inductions run over $k$ with $m$ left free, because the recursion changes $m$ as well. `quadError_mode_low` gives the zeros; `quadError_mode_top` gives the halving, using the zeros for the lower neighbour.

```lean
/-- If `k + m < 2N`, the quadrature error on `cos(t)^k cos(m t)` is zero. -/
lemma quadError_mode_low {N : ℕ} (k : ℕ) :
    ∀ m, k + m < 2 * N → quadError N (mode k m) = 0 := by
  induction k with
  | zero =>
    intro m h
    rw [mode_zero]
    rcases Nat.eq_zero_or_pos m with rfl | hm
    · have hN : (N : ℝ) ≠ 0 := by
        have : N ≠ 0 := by omega
        exact_mod_cast this
      simp [quadError, gridMean, angleMean, hN, Real.pi_ne_zero]
    · rw [quadError, gridMean_harmonic hm (by omega), angleMean_harmonic hm, sub_zero]
  | succ k ih =>
    intro m h
    cases m with
    | zero => rw [mode_succ_zero]; exact ih 1 (by omega)
    | succ m =>
      rw [quadError_mode_succ, ih (m + 2) (by omega), ih m (by omega)]
      ring

/-- For `k + m = 2N` and `m > 0` the error on `cos(t)^k cos(m t)` is `-1/2^k`. -/
lemma quadError_mode_top {N : ℕ} (hN : 0 < N) (k : ℕ) :
    ∀ m, 0 < m → k + m = 2 * N → quadError N (mode k m) = -1 / 2 ^ k := by
  induction k with
  | zero =>
    intro m hm h
    obtain rfl : m = 2 * N := by omega
    rw [mode_zero, quadError, gridMean_alias hN, angleMean_harmonic hm]
    norm_num
  | succ k ih =>
    intro m hm h
    obtain ⟨m, rfl⟩ : ∃ l, m = l + 1 := ⟨m - 1, by omega⟩
    rw [quadError_mode_succ, ih (m + 2) (by omega) (by omega),
      quadError_mode_low k m (by omega), pow_succ]
    ring
```

In the polynomial theorem, `expand` writes $p(\cos t)$ in powers, `lin` moves the error inside the sum, `low` removes all powers below $2N$, and `top` evaluates the remaining one.

```lean
/-- For a polynomial of degree at most `2N`, the grid mean minus the continuous mean is
`-2a/4^N`, where `a` is the coefficient of `x^(2N)`. -/
theorem quadError_polynomial {N : ℕ} (hN : 0 < N) (p : Polynomial ℝ)
    (hp : p.natDegree ≤ 2 * N) :
    quadError N (fun t => p.eval (Real.cos t)) = -2 * p.coeff (2 * N) / 4 ^ N := by
  have expand : (fun t => p.eval (Real.cos t))
      = fun t => ∑ i ∈ range (2 * N + 1), p.coeff i * mode i 0 t := by
    funext t
    rw [Polynomial.eval_eq_sum_range' (Nat.lt_succ_of_le hp)]
    simp [mode]
  have lin : ∀ n : ℕ, quadError N (fun t => ∑ i ∈ range n, p.coeff i * mode i 0 t)
      = ∑ i ∈ range n, p.coeff i * quadError N (mode i 0) := by
    intro n
    induction n with
    | zero => simp [quadError, gridMean, angleMean]
    | succ n ih =>
      have hc : Continuous (fun t => ∑ i ∈ range n, p.coeff i * mode i 0 t) :=
        continuous_finsetSum _ fun i _ => continuous_const.mul (continuous_mode i 0)
      have h := quadError_linear N 1 (p.coeff n) hc (continuous_mode n 0)
      simp only [one_mul] at h
      simp only [sum_range_succ]
      rw [h, ih]
  -- only the highest power contributes
  have low : ∑ i ∈ range (2 * N), p.coeff i * quadError N (mode i 0) = 0 := by
    apply sum_eq_zero
    intro i hi
    rw [quadError_mode_low i 0 (by simpa using hi), mul_zero]
  have top : quadError N (mode (2 * N) 0) = -2 / 4 ^ N := by
    obtain ⟨M, rfl⟩ : ∃ M, N = M + 1 := ⟨N - 1, by omega⟩
    have e : (4 : ℝ) ^ (M + 1) = 2 * 2 ^ (2 * M + 1) := by
      rw [show (4 : ℝ) = 2 ^ 2 by norm_num, ← pow_mul]
      ring
    rw [show 2 * (M + 1) = (2 * M + 1) + 1 by ring, mode_succ_zero,
      quadError_mode_top hN (2 * M + 1) 1 one_pos (by ring), e]
    field_simp
  rw [expand, lin, sum_range_succ, low, top]
  ring
```

Q: Does the main statement hide anything behind those definitions?

A: No, it writes out the sum and the integral. `p : Polynomial ℝ` is any real polynomial, and `p.natDegree < 2 * N` is the degree condition. It also forces $N\ge1$, so no separate hypothesis is needed. The proof applies the error formula with a vanishing coefficient of $x^{2N}$.

```lean
/-- For a polynomial `p` of degree below `2N`, the mean of `p(cos t)` over the `N` Chebyshev
angles equals its mean over `[0, π]`. -/
theorem chebyshev_grid_exact {N : ℕ} (p : Polynomial ℝ) (hp : p.natDegree < 2 * N) :
    (∑ j ∈ range N, p.eval (Real.cos (π * (j + 1 / 2) / N))) / N
      = (1 / π) * ∫ t in (0 : ℝ)..π, p.eval (Real.cos t) := by
  have h := quadError_polynomial (by omega) p hp.le
  rw [Polynomial.coeff_eq_zero_of_natDegree_lt hp, mul_zero, zero_div] at h
  exact sub_eq_zero.1 h
```

Q: Is $2N$ really the limit, or only where your argument stops?

A: It is the limit for a guarantee covering all polynomials of a given degree. Within degree at most $2N$, the rule is exact precisely when the coefficient of $x^{2N}$ is zero.

```lean
/-- Among polynomials of degree at most `2N`, the grid mean is exact precisely for those
whose coefficient of `x^(2N)` vanishes. -/
theorem exact_iff_coeff_eq_zero {N : ℕ} (hN : 0 < N) (p : Polynomial ℝ)
    (hp : p.natDegree ≤ 2 * N) :
    gridMean N (fun t => p.eval (Real.cos t)) = angleMean (fun t => p.eval (Real.cos t))
      ↔ p.coeff (2 * N) = 0 := by
  rw [← sub_eq_zero, ← quadError, quadError_polynomial hN p hp]
  simp
```

Individual polynomials of higher degree may still come out right: for $N=1$, $x^3$ has both means equal to zero. The Chebyshev polynomial $T_{2N}$, defined by $T_{2N}(\cos t)=\cos(2Nt)$, shows the failure most plainly. The proof rewrites it as that harmonic and uses the two means already computed.

```lean
/-- The Chebyshev polynomial `T_(2N)` has grid mean `-1` and continuous mean `0`. -/
theorem chebyshev_T_sharp {N : ℕ} (hN : 0 < N) :
    gridMean N (fun t => (Polynomial.Chebyshev.T ℝ (2 * N : ℕ)).eval (Real.cos t)) = -1 ∧
    angleMean (fun t => (Polynomial.Chebyshev.T ℝ (2 * N : ℕ)).eval (Real.cos t)) = 0 := by
  have e : (fun t => (Polynomial.Chebyshev.T ℝ (2 * N : ℕ)).eval (Real.cos t))
      = fun t => Real.cos ((2 * N : ℕ) * t) := by
    funext t
    rw [Polynomial.Chebyshev.T_real_cos, Int.cast_natCast]
  rw [e]
  exact ⟨gridMean_alias hN, angleMean_harmonic (by omega)⟩

end

end ChebyshevGrid
```

```lean
#print axioms ChebyshevGrid.chebyshev_grid_exact
#print axioms ChebyshevGrid.exact_iff_coeff_eq_zero
#print axioms ChebyshevGrid.chebyshev_T_sharp
```

```
'ChebyshevGrid.chebyshev_grid_exact' depends on axioms: [propext, Classical.choice, Quot.sound]
'ChebyshevGrid.exact_iff_coeff_eq_zero' depends on axioms: [propext, Classical.choice, Quot.sound]
'ChebyshevGrid.chebyshev_T_sharp' depends on axioms: [propext, Classical.choice, Quot.sound]
```

Q: Where would I meet this in a band calculation?

A: For a non-interacting one-dimensional band with energy $p(\cos k)$, where $k$ is the wavevector times the lattice constant, $N$ half-shifted points in $[0,\pi]$ give the exact mean energy of the completely filled band if $\deg p<2N$. In a model with one orthonormal orbital per cell and real hopping amplitudes, it is enough that every hop is shorter than $2N$ lattice spacings.

Q: And a partly filled band?

A: That is not covered. At zero temperature the occupation cuts the integrand off at the Fermi points, so it is generally no longer a polynomial in $\cos k$. The theorems also give no error bound for general smooth functions, and they concern exact real arithmetic, without rounding.
